# For nonnegative occupations and positive density, the Pauli kinetic tensor of N real orbitals is positive semidefinite with rank at most N − 1

A meta-GGA functional often compares the kinetic energy density $\tau$ of the orbitals with the von Weizsäcker value $\tau_W$, which a single real orbital of the same density would have. If $\tau-\tau_W$ could become negative, an indicator proportional to it, such as its ratio to the kinetic energy density of a uniform electron gas, would also be negative and leave the range for which the functional was designed. A functional that resolves this difference by direction needs more: a positive sum over directions does not by itself exclude a negative value along one of them, where a square root would fail.

At a point in $d$-dimensional space, let orbital $i$ have value $p_i$, gradient $g_i$ and occupation $f_i$, for $i=1,\dots,N$. With

$$\rho=\sum_i f_i p_i^2,\qquad \nabla\rho=2\sum_i f_i p_i g_i,$$

the direction-resolved quantity is

$$T=\sum_i f_i\, g_i g_i^{\mathsf T}-\frac{\nabla\rho\,\nabla\rho^{\mathsf T}}{4\rho}.$$

In atomic units $\tau=\tfrac12\sum_i f_i|g_i|^2$ and $\tau_W=|\nabla\rho|^2/(8\rho)$, so the trace of $T$ is $2(\tau-\tau_W)$, twice the Pauli kinetic energy density. The result bears on meta-GGA ingredients made from a finite set of real orbitals with nonnegative occupations, one point at a time.

## Finitely many real orbitals

The orbitals are the real spatial orbitals of a Slater determinant, or real natural orbitals, with their occupations. A doubly occupied spatial orbital counts once, with $f_i=2$, so $N$ is a number of orbitals and not of electrons. In Lean they are indexed by a finite type `ι`, so $N$ is `Fintype.card ι`. The spatial directions are indexed by a finite type `n`, which is not the density, although density-functional texts often use that letter for it. Likewise `p` is an orbital value and not a momentum.

```lean
import Mathlib

open Matrix

namespace PauliKineticTensor

noncomputable section

variable {ι n : Type*} [Fintype ι] [Fintype n]
```

The density and its gradient are the sums above.

```lean
/-- The density `ρ = ∑ f_i p_i²` at a point, from occupations `f` and orbital values `p`. -/
def density (f p : ι → ℝ) : ℝ := ∑ i, f i * p i ^ 2

/-- The density gradient `∇ρ = 2 ∑ f_i p_i g_i`, from the orbital gradients `g`. -/
def gradDensity (f p : ι → ℝ) (g : ι → n → ℝ) : n → ℝ :=
  fun a => 2 * ∑ i, f i * p i * g i a
```

The name `pauliTensor` refers to the Pauli kinetic energy and has nothing to do with spin matrices. The definition carries no factor $\tfrac12$.

```lean
/-- The tensor `∑ f_i g_i g_iᵀ - ∇ρ ∇ρᵀ / (4ρ)`, for nonzero density `ρ`. -/
def pauliTensor (f p : ι → ℝ) (g : ι → n → ℝ) : Matrix n n ℝ :=
  Matrix.of fun a b => ∑ i, f i * g i a * g i b -
    gradDensity f p g a * gradDensity f p g b / (4 * density f p)
```

The derivation rests on removing from each orbital gradient the part that all orbitals share through the density:

$$h_i=g_i-p_i\,\frac{\nabla\rho}{2\rho}.$$

The matrix `relGrad` has these vectors as its rows.

```lean
/-- The relative gradients `h_i = g_i - p_i ∇ρ / (2ρ)`, one row per orbital,
for nonzero density `ρ`. -/
def relGrad (f p : ι → ℝ) (g : ι → n → ℝ) : Matrix ι n ℝ :=
  Matrix.of fun i a => g i a - p i * (gradDensity f p g a / (2 * density f p))
```

Finiteness makes the rank count meaningful, and the bound says something new only for $N\le d$, since a $d\times d$ matrix has rank at most $d$ anyway. In three dimensions it gives $T=0$ for one orbital, rank at most 1 for two and rank at most 2 for three.

Reality matters for the count. For a complex orbital the first term becomes the real part of $g_i^*g_i^{\mathsf T}$. One plane wave $e^{ik\cdot x}$ with $k\neq0$ then has constant density and $T=kk^{\mathsf T}$, of rank 1 and not 0. Its real and imaginary parts count as two real orbitals.

## A density gradient taken from the same orbitals

The formula for $\nabla\rho$ is the product rule. If each orbital $\varphi_i$ has a partial derivative along axis $a$, then

$$\partial_a\sum_i f_i\varphi_i^2=2\sum_i f_i\,\varphi_i\,\partial_a\varphi_i .$$

The hypothesis `hφ` supplies these partial derivatives. `Function.update x a s` replaces coordinate $a$ of the point $x$ by $s$, so the derivative is taken along one axis. The proof writes each square as a product, differentiates the finite sum term by term and collects the factor 2.

```lean
omit [Fintype n] in
/-- If `g_i` holds the partial derivatives of the orbitals `φ_i` at `x`, then `gradDensity`
holds the partial derivatives of the density at `x`. -/
theorem hasDerivAt_density [DecidableEq n] (f : ι → ℝ) (φ : ι → (n → ℝ) → ℝ)
    (g : ι → n → ℝ) (x : n → ℝ) (a : n)
    (hφ : ∀ i, HasDerivAt (fun s => φ i (Function.update x a s)) (g i a) (x a)) :
    HasDerivAt (fun s => density f fun i => φ i (Function.update x a s))
      (gradDensity f (fun i => φ i x) g a) (x a) := by
  have h := HasDerivAt.fun_sum (u := Finset.univ)
    (fun i _ => ((hφ i).fun_mul (hφ i)).const_mul (f i))
  have e : (fun s => density f fun i => φ i (Function.update x a s)) =
      fun s => ∑ i, f i * (φ i (Function.update x a s) * φ i (Function.update x a s)) := by
    funext s
    simp only [density, sq]
  rw [e]
  refine h.congr_deriv ?_
  simp only [gradDensity, Finset.mul_sum, Function.update_eq_self]
  exact Finset.sum_congr rfl fun i _ => by ring
```

At a nuclear cusp the partial derivatives of an $s$ orbital do not exist, and `hφ` fails there. The later theorems are algebra and accept any numbers $p_i$ and $g_i$.

The step left to the user is to ensure that the $\rho$ and $\nabla\rho$ in a calculation come from the same orbitals and occupations as the kinetic sum. A fitted density can break this. For one orbital with $f=1$, $p=1$ and $g=0$, replacing $\nabla\rho=0$ by a vector $G\ne0$ gives $-GG^{\mathsf T}/4$, which has a negative eigenvalue.

## Nonzero density

The condition $\rho\neq0$ excludes points where the quotient in $T$ is undefined. By hand it is used first to cancel $\rho$ in

$$\sum_i f_ip_ih_i=\frac{\nabla\rho}{2}-\rho\,\frac{\nabla\rho}{2\rho}=0 .$$

In the proof, `h` expands the sum for an arbitrary shift `c`, `hG` identifies $\sum_i f_ip_ig_i$ with $\nabla\rho/2$, and `mul_inv_cancel₀ hρ` performs the cancellation.

```lean
omit [Fintype n] in
/-- For nonzero density the relative gradients obey the linear relation
`∑ f_i p_i h_i = 0`. -/
theorem sum_relGrad (f p : ι → ℝ) (g : ι → n → ℝ) (hρ : density f p ≠ 0) (a : n) :
    ∑ i, f i * p i * relGrad f p g i a = 0 := by
  have h : ∀ c : ℝ, ∑ i, f i * p i * (g i a - p i * c) =
      ∑ i, f i * p i * g i a - density f p * c := by
    intro c
    rw [density, Finset.sum_mul, ← Finset.sum_sub_distrib]
    exact Finset.sum_congr rfl fun i _ => by ring
  have hG : ∑ i, f i * p i * g i a = gradDensity f p g a / 2 := by
    simp only [gradDensity]
    ring
  simp only [relGrad, Matrix.of_apply]
  rw [h, hG]
  linear_combination (-(gradDensity f p g a / 2)) * mul_inv_cancel₀ hρ
```

The same cancellation factorises the tensor. Expanding the products gives

$$\begin{aligned}
\sum_i f_ih_ih_i^{\mathsf T}
&=\sum_i f_ig_ig_i^{\mathsf T}
-\Big(\sum_i f_ip_ig_i\Big)\frac{\nabla\rho^{\mathsf T}}{2\rho}
-\frac{\nabla\rho}{2\rho}\Big(\sum_i f_ip_ig_i\Big)^{\mathsf T}
+\rho\,\frac{\nabla\rho\,\nabla\rho^{\mathsf T}}{4\rho^2}\\
&=\sum_i f_ig_ig_i^{\mathsf T}-(1+1-1)\frac{\nabla\rho\,\nabla\rho^{\mathsf T}}{4\rho}=T .
\end{aligned}$$

Lean states this as $T=H^{\mathsf T}W$, where $H$ has rows $h_i$ and $W$ has rows $f_ih_i$. The proof compares entries $a,b$, with separate shifts `c` and `c'` for the two gradient components.

```lean
omit [Fintype n] in
/-- For nonzero density the tensor is the occupation-weighted sum `∑ f_i h_i h_iᵀ` over
the relative gradients, written here as a matrix product. -/
theorem pauliTensor_eq (f p : ι → ℝ) (g : ι → n → ℝ) (hρ : density f p ≠ 0) :
    pauliTensor f p g =
      (relGrad f p g)ᵀ * Matrix.of fun i a => f i * relGrad f p g i a := by
  ext a b
  -- expand the product for arbitrary shifts of the two gradient components
  have h : ∀ c c' : ℝ, ∑ i, (g i a - p i * c) * (f i * (g i b - p i * c')) =
      ∑ i, f i * g i a * g i b - c' * ∑ i, f i * p i * g i a
        - c * ∑ i, f i * p i * g i b + c * c' * density f p := by
    intro c c'
    rw [density]
    simp only [Finset.mul_sum, ← Finset.sum_sub_distrib, ← Finset.sum_add_distrib]
    exact Finset.sum_congr rfl fun i _ => by ring
  have hG : ∀ k, ∑ i, f i * p i * g i k = gradDensity f p g k / 2 := by
    intro k
    simp only [gradDensity]
    ring
  simp only [pauliTensor, relGrad, Matrix.mul_apply, Matrix.transpose_apply, Matrix.of_apply]
  rw [h, hG a, hG b]
  linear_combination (-(gradDensity f p g a * gradDensity f p g b * (density f p)⁻¹ / 4)) *
    mul_inv_cancel₀ hρ
```

For any direction $u$ it follows that

$$u^{\mathsf T}Tu=\sum_i f_i\,(h_i\cdot u)^2 .$$

In the code, `(relGrad f p g *ᵥ u) i` is $h_i\cdot u$. The proof moves $H^{\mathsf T}$ onto the left-hand $u$ and takes the factor $f_i$ out of each row of $W$.

```lean
/-- For nonzero density the quadratic form of the tensor along `u` is
`∑ f_i (h_i · u)²`. -/
theorem quadratic_form (f p : ι → ℝ) (g : ι → n → ℝ) (hρ : density f p ≠ 0) (u : n → ℝ) :
    u ⬝ᵥ pauliTensor f p g *ᵥ u = ∑ i, f i * (relGrad f p g *ᵥ u) i ^ 2 := by
  have hW : ∀ i, ((Matrix.of fun i a => f i * relGrad f p g i a) *ᵥ u) i =
      f i * (relGrad f p g *ᵥ u) i := by
    intro i
    simp only [Matrix.mulVec, dotProduct, Matrix.of_apply, Finset.mul_sum, mul_assoc]
  rw [pauliTensor_eq f p g hρ, ← Matrix.mulVec_mulVec, Matrix.dotProduct_mulVec,
    Matrix.vecMul_transpose, dotProduct]
  exact Finset.sum_congr rfl fun i _ => by rw [hW]; ring
```

The rank bound uses $\rho\ne0$ once more. From $T=H^{\mathsf T}W$,

$$\operatorname{rank}T\le\operatorname{rank}W=\operatorname{rank}W^{\mathsf T}.$$

The relation $\sum_i f_ip_ih_i=0$ says that $W^{\mathsf T}p=0$, where $p=(p_1,\dots,p_N)$ is not the zero vector because $\rho\neq0$. The kernel of $W^{\mathsf T}$ therefore has dimension at least 1, and rank–nullity gives

$$\operatorname{rank}W^{\mathsf T}=N-\dim\ker W^{\mathsf T}\le N-1 .$$

These steps are `hle`, `hker`, `hp`, `hpos` and `hrn`, in the order of the argument by hand. The conclusion is written as rank plus one at most $N$, which avoids subtraction in the natural numbers and includes $N\ge1$.

```lean
/-- For nonzero density the rank of the tensor is at least one below the number of
orbitals. -/
theorem rank_add_one_le (f p : ι → ℝ) (g : ι → n → ℝ) (hρ : density f p ≠ 0) :
    (pauliTensor f p g).rank + 1 ≤ Fintype.card ι := by
  let W : Matrix ι n ℝ := Matrix.of fun i a => f i * relGrad f p g i a
  have hle : (pauliTensor f p g).rank ≤ Wᵀ.rank := by
    rw [pauliTensor_eq f p g hρ, Matrix.rank_transpose]
    exact Matrix.rank_mul_le_right _ _
  -- the orbital values form a nonzero vector in the kernel
  have hp : p ≠ 0 := by
    intro h
    apply hρ
    simp [density, h]
  have hker : Wᵀ *ᵥ p = 0 := by
    ext a
    refine Eq.trans ?_ (sum_relGrad f p g hρ a)
    simp only [W, Matrix.mulVec, dotProduct, Matrix.transpose_apply, Matrix.of_apply]
    exact Finset.sum_congr rfl fun i _ => by ring
  have hpos : 1 ≤ Module.finrank ℝ (LinearMap.ker Wᵀ.mulVecLin) := by
    rw [Submodule.one_le_finrank_iff]
    have hmem : p ∈ LinearMap.ker Wᵀ.mulVecLin := by
      rw [LinearMap.mem_ker, Matrix.mulVecLin_apply]
      exact hker
    exact (Submodule.ne_bot_iff _).mpr ⟨p, hmem, hp⟩
  have hrn := LinearMap.finrank_range_add_finrank_ker Wᵀ.mulVecLin
  rw [Module.finrank_fintype_fun_eq_card] at hrn
  change Wᵀ.rank + _ = _ at hrn
  omega
```

No sign of $f_i$ or $\rho$ enters so far. At $\rho=0$ the bound can fail: Lean sets a quotient by zero to zero, so one occupied orbital with a node and $g\neq0$ has $T=f\,gg^{\mathsf T}$, of rank 1.

## Nonnegative occupations

Occupations of a determinant, and natural occupations of the density matrix of an electronic state, satisfy $f_i\ge0$. By hand this is used in one place: every term of $\sum_i f_i(h_i\cdot u)^2$ is then nonnegative, so $u^{\mathsf T}Tu\ge0$. Given $f_i\ge0$, the assumption $\rho>0$ is the same as $\rho\ne0$.

`PosSemidef` for a real matrix means that it is symmetric and has a nonnegative quadratic form. The first bullet of the proof shows the symmetry by exchanging factors, and the second applies `quadratic_form` and uses `hf` term by term. The rank part is the previous theorem.

```lean
/-- For nonnegative occupations and positive density, the tensor
`∑ f_i g_i g_iᵀ - ∇ρ ∇ρᵀ / (4ρ)` of `N` real orbitals is positive semidefinite and has rank
at most `N - 1`. -/
theorem posSemidef_and_rank (f p : ι → ℝ) (g : ι → n → ℝ) (hf : ∀ i, 0 ≤ f i)
    (hρ : 0 < density f p) :
    (pauliTensor f p g).PosSemidef ∧ (pauliTensor f p g).rank + 1 ≤ Fintype.card ι := by
  refine ⟨Matrix.posSemidef_iff_dotProduct_mulVec.mpr ⟨?_, fun u => ?_⟩,
    rank_add_one_le f p g hρ.ne'⟩
  · refine Matrix.IsHermitian.ext fun a b => ?_
    simp only [pauliTensor, Matrix.of_apply, star_trivial]
    rw [mul_comm (gradDensity f p g b)]
    congr 1
    exact Finset.sum_congr rfl fun i _ => by ring
  · rw [star_trivial, quadratic_form f p g hρ.ne']
    exact Finset.sum_nonneg fun i _ => mul_nonneg (hf i) (sq_nonneg _)
```

Some smearing schemes and some relaxed correlated density matrices produce negative occupations. Positivity can then be lost even where $\rho>0$: take $f=(1,-\delta)$ with any $\delta>0$, however small, $p=(1,0)$, $g_1=0$ and $g_2=e$ with $e$ a unit vector. Then $\rho=1$, $\nabla\rho=0$ and $T=-\delta\,ee^{\mathsf T}$. The examples of missing hypotheses in this note are short calculations and do not appear as theorems in the code.

The same sign condition settles when a direction contributes nothing. A sum of nonnegative terms vanishes only if each term does, so $u^{\mathsf T}Tu=0$ exactly when $h_i\cdot u=0$ for every occupied orbital, that is,

$$g_i\cdot u=p_i\,\frac{\nabla\rho\cdot u}{2\rho}\qquad\text{whenever } f_i\neq0 .$$

Where $p_i\ne0$, division by $p_i$ shows that the orbital has the same logarithmic derivative along $u$ as $\sqrt\rho$. Where $p_i=0$, its derivative along $u$ must vanish. The statement avoids the division and so treats both cases together.

In the proof, `hR` writes $h_i\cdot u$ in terms of $g_i\cdot u$ and $\nabla\rho\cdot u$, and `Finset.sum_eq_zero_iff_of_nonneg` splits the sum. The two directions of the equivalence then treat each orbital separately.

```lean
/-- For nonnegative occupations and positive density, the quadratic form vanishes along `u`
exactly when every occupied orbital satisfies `g_i · u = p_i (∇ρ · u) / (2ρ)`. -/
theorem quadratic_form_eq_zero_iff (f p : ι → ℝ) (g : ι → n → ℝ) (hf : ∀ i, 0 ≤ f i)
    (hρ : 0 < density f p) (u : n → ℝ) :
    u ⬝ᵥ pauliTensor f p g *ᵥ u = 0 ↔
      ∀ i, f i ≠ 0 → g i ⬝ᵥ u = p i * (gradDensity f p g ⬝ᵥ u / (2 * density f p)) := by
  have hR : ∀ i, (relGrad f p g *ᵥ u) i =
      g i ⬝ᵥ u - p i * (gradDensity f p g ⬝ᵥ u / (2 * density f p)) := by
    intro i
    simp only [Matrix.mulVec, dotProduct, relGrad, Matrix.of_apply, Finset.sum_div,
      Finset.mul_sum, ← Finset.sum_sub_distrib]
    exact Finset.sum_congr rfl fun a _ => by ring
  rw [quadratic_form f p g hρ.ne',
    Finset.sum_eq_zero_iff_of_nonneg fun i _ => mul_nonneg (hf i) (sq_nonneg _)]
  constructor
  · intro h i hi
    have h0 := (mul_eq_zero.mp (h i (Finset.mem_univ i))).resolve_left hi
    have h1 := (pow_eq_zero_iff two_ne_zero).mp h0
    rw [hR] at h1
    linarith
  · intro h i _
    by_cases hi : f i = 0
    · rw [hi, zero_mul]
    · rw [hR, h i hi]
      ring
```

## Orbitals that reach rank N − 1

The hypotheses allow no smaller general bound in terms of $N$. Take $d+1$ orbitals with unit occupations. The first has value 1 and zero gradient, and the others have value 0 and the unit vectors $e_a$ as gradients. For $d=3$ this is the pattern of a smooth $s$ function and three $p$ functions at their common centre, suitably scaled.

In Lean the index type is `Option n`: `none` labels the first orbital and `some a` the one whose gradient points along axis $a$.

```lean
/-- Orbital values of a model set: one orbital of value one, the others with a node. -/
def modelValue : Option n → ℝ
  | none => 1
  | some _ => 0

/-- Orbital gradients of the model set: zero for the first orbital, and one unit vector along
each axis for the others. -/
def modelGrad [DecidableEq n] : Option n → n → ℝ
  | none => 0
  | some a => Pi.single a 1
```

Here $\rho=1$. Each product $p_ig_i$ is zero, so $\nabla\rho=0$ and

$$T=\sum_a e_ae_a^{\mathsf T}=I,\qquad \operatorname{rank}T=d=N-1 .$$

The proof obtains `hT`, the identity matrix, by treating diagonal and off-diagonal entries separately, and then counts the elements of `Option n`. The case $d=0$ is included, with one orbital and rank 0.

```lean
/-- The rank bound is attained in every dimension: the model set with unit occupations has
positive density and a tensor of rank exactly `N - 1`. -/
theorem rank_bound_sharp [DecidableEq n] :
    0 < density (fun _ : Option n => 1) modelValue ∧
      (pauliTensor (fun _ : Option n => 1) modelValue modelGrad).rank + 1 =
        Fintype.card (Option n) := by
  -- the density gradient vanishes and the tensor is the identity
  have hT : pauliTensor (fun _ : Option n => 1) modelValue modelGrad = 1 := by
    ext a b
    by_cases h : a = b
    · subst h
      simp [pauliTensor, gradDensity, modelValue, modelGrad, Fintype.sum_option,
        Pi.single_apply]
    · simp [pauliTensor, gradDensity, modelValue, modelGrad, Fintype.sum_option,
        Pi.single_apply, h]
  refine ⟨by simp [density, modelValue, Fintype.sum_option], ?_⟩
  rw [hT, Matrix.rank_one, Fintype.card_option]

end

end PauliKineticTensor
```

```lean
#print axioms PauliKineticTensor.hasDerivAt_density
#print axioms PauliKineticTensor.posSemidef_and_rank
#print axioms PauliKineticTensor.quadratic_form_eq_zero_iff
#print axioms PauliKineticTensor.rank_bound_sharp
```

```
'PauliKineticTensor.hasDerivAt_density' depends on axioms: [propext, Classical.choice, Quot.sound]
'PauliKineticTensor.posSemidef_and_rank' depends on axioms: [propext, Classical.choice, Quot.sound]
'PauliKineticTensor.quadratic_form_eq_zero_iff' depends on axioms: [propext, Classical.choice, Quot.sound]
'PauliKineticTensor.rank_bound_sharp' depends on axioms: [propext, Classical.choice, Quot.sound]
```
